# Integration by parts against a plane wave for a polynomial vanishing at ±1

For a real wavenumber $a$ and a real polynomial $p$ with $p(1) = p(-1) = 0$, the lemma states that $\int_{-1}^{1} e^{iax}\,p'(x)\,dx = -ia \int_{-1}^{1} e^{iax}\,p(x)\,dx$. In physical terms, differentiating a polynomial profile that vanishes at both ends of the interval multiplies its integral against $e^{iax}$, taken without complex conjugation, by $-ia$. The attempt differentiates the product $e^{iax}p(x)$, integrates the result by the fundamental theorem of calculus, and splits the integral into two. The boundary terms vanish by hypothesis, and what is left rearranges to the claim.

The first attempt, which Lean rejects:

```lean
import Mathlib

open Polynomial Filter
open scoped Topology

namespace LegendreMatsubara

noncomputable section

/-- Integration by parts against a plane wave, for a polynomial that vanishes at `±1`. -/
theorem integral_phase_derivative (a : ℝ) (p : ℝ[X]) (h1 : p.eval 1 = 0)
    (h2 : p.eval (-1) = 0) :
    ∫ x in (-1 : ℝ)..1, Complex.exp (Complex.I * a * x) * (((derivative p).eval x : ℝ) : ℂ)
      = -(Complex.I * a) *
        ∫ x in (-1 : ℝ)..1, Complex.exp (Complex.I * a * x) * ((p.eval x : ℝ) : ℂ) := by
  have hd : ∀ x : ℝ, HasDerivAt
      (fun y : ℝ => Complex.exp (Complex.I * a * y) * ((p.eval y : ℝ) : ℂ))
      (Complex.I * a * (Complex.exp (Complex.I * a * x) * ((p.eval x : ℝ) : ℂ))
        + Complex.exp (Complex.I * a * x) * (((derivative p).eval x : ℝ) : ℂ)) x := by
    intro x
    have e0 : HasDerivAt (fun y : ℝ => Complex.I * a * (y : ℂ)) (Complex.I * a) x :=
      ((hasDerivAt_id x).ofReal_comp.const_mul (Complex.I * (a : ℂ))).congr_deriv (by simp)
    have e1 : HasDerivAt (fun y : ℝ => Complex.exp (Complex.I * a * (y : ℂ)))
      (Complex.exp (Complex.I * a * x) * (Complex.I * a)) x := e0.cexp
    have e2 : HasDerivAt (fun y : ℝ => ((p.eval y : ℝ) : ℂ))
      (((derivative p).eval x : ℝ) : ℂ) x := (p.hasDerivAt x).ofReal_comp
    exact (e1.fun_mul e2).congr_deriv (by ring)
  have hc : ∀ q : ℝ[X], Continuous
      (fun x : ℝ => Complex.exp (Complex.I * a * x) * ((q.eval x : ℝ) : ℂ)) := fun q =>
    (by fun_prop : Continuous fun x : ℝ => Complex.exp (Complex.I * a * x)).mul
      (Complex.continuous_ofReal.comp q.continuous)
  have i1 := (continuous_const.mul (hc p) : Continuous fun x : ℝ => Complex.I * a *
    (Complex.exp (Complex.I * a * x) * ((p.eval x : ℝ) : ℂ))).intervalIntegrable
      (μ := MeasureTheory.volume) (-1) 1
  have i2 := (hc (derivative p)).intervalIntegrable (μ := MeasureTheory.volume) (-1) 1
  -- the boundary term is zero
  have key := intervalIntegral.integral_eq_sub_of_hasDerivAt (fun x _ => hd x) (i1.add i2)
  rw [intervalIntegral.integral_add i1 i2, intervalIntegral.integral_const_mul] at key
  simp only [h1, h2, Complex.ofReal_zero, mul_zero, sub_zero] at key
  linear_combination key

end

end LegendreMatsubara
```

The error:

```
Main.lean:38:6: error: Tactic `rewrite` failed: Did not find an occurrence of the pattern
  ∫ (x : ℝ) in -1..1,
    ((fun x => Complex.I * ↑a) * fun x => Complex.exp (Complex.I * ↑a * ↑x) * ↑(eval x p)) x +
      Complex.exp (Complex.I * ↑a * ↑x) * ↑(eval x (derivative p))
in the target expression
  ∫ (y : ℝ) in -1..1,
      Complex.I * ↑a * (Complex.exp (Complex.I * ↑a * ↑y) * ↑(eval y p)) +
        Complex.exp (Complex.I * ↑a * ↑y) * ↑(eval y (derivative p)) =
    Complex.exp (Complex.I * ↑a * ↑1) * ↑(eval 1 p) - Complex.exp (Complex.I * ↑a * ↑(-1)) * ↑(eval (-1) p)

a : ℝ
p : ℝ[X]
h1 : eval 1 p = 0
h2 : eval (-1) p = 0
hd :
  ∀ (x : ℝ),
    HasDerivAt (fun y => Complex.exp (Complex.I * ↑a * ↑y) * ↑(eval y p))
      (Complex.I * ↑a * (Complex.exp (Complex.I * ↑a * ↑x) * ↑(eval x p)) +
        Complex.exp (Complex.I * ↑a * ↑x) * ↑(eval x (derivative p)))
      x
hc : ∀ (q : ℝ[X]), Continuous fun x => Complex.exp (Complex.I * ↑a * ↑x) * ↑(eval x q)
i1 :
  IntervalIntegrable ((fun x => Complex.I * ↑a) * fun x => Complex.exp (Complex.I * ↑a * ↑x) * ↑(eval x p))
    MeasureTheory.volume (-1) 1
i2 :
  IntervalIntegrable (fun x => Complex.exp (Complex.I * ↑a * ↑x) * ↑(eval x (derivative p))) MeasureTheory.volume (-1) 1
key :
  ∫ (y : ℝ) in -1..1,
      Complex.I * ↑a * (Complex.exp (Complex.I * ↑a * ↑y) * ↑(eval y p)) +
        Complex.exp (Complex.I * ↑a * ↑y) * ↑(eval y (derivative p)) =
    Complex.exp (Complex.I * ↑a * ↑1) * ↑(eval 1 p) - Complex.exp (Complex.I * ↑a * ↑(-1)) * ↑(eval (-1) p)
⊢ ∫ (x : ℝ) in -1..1, Complex.exp (Complex.I * ↑a * ↑x) * ↑(eval x (derivative p)) =
    -(Complex.I * ↑a) * ∫ (x : ℝ) in -1..1, Complex.exp (Complex.I * ↑a * ↑x) * ↑(eval x p)
```

This version goes through:

```diff
@@ -30,7 +30,8 @@
     (by fun_prop : Continuous fun x : ℝ => Complex.exp (Complex.I * a * x)).mul
       (Complex.continuous_ofReal.comp q.continuous)
-  have i1 := (continuous_const.mul (hc p) : Continuous fun x : ℝ => Complex.I * a *
-    (Complex.exp (Complex.I * a * x) * ((p.eval x : ℝ) : ℂ))).intervalIntegrable
-      (μ := MeasureTheory.volume) (-1) 1
+  have hcp : Continuous (fun x : ℝ => Complex.I * a *
+      (Complex.exp (Complex.I * a * x) * ((p.eval x : ℝ) : ℂ))) :=
+    continuous_const.mul (hc p)
+  have i1 := hcp.intervalIntegrable (μ := MeasureTheory.volume) (-1) 1
   have i2 := (hc (derivative p)).intervalIntegrable (μ := MeasureTheory.volume) (-1) 1
   -- the boundary term is zero
```

What went wrong. The error is in the rewrite with `intervalIntegral.integral_add i1 i2`, which should split the integral in `key`. The message shows `i1` stated for a product of two functions, `(fun x => Complex.I * ↑a) * fun x => …`, whereas `key` has the product of their values at each point. The two are equal by definition, but `rw` compares its pattern with the target only up to limited unfolding, and here it does not unfold the multiplication of functions to find a match.

The type ascription in `i1` does not prevent this. It guides the elaboration of `continuous_const.mul (hc p)` and checks that the result can have the stated type, but the term keeps the type that `Continuous.mul` gives it, and `.intervalIntegrable` takes its function from there.

The diff first proves the continuity as `hcp`, a `have` with the pointwise form as its declared type. A local hypothesis carries its declared type, so `i1`, now obtained from `hcp`, has the pointwise integrand and the rewrite finds its pattern.
